# For a finite Hermitian H with chiral symmetry, tr(G exp(−tH²)) is the zero-mode index

Diagonalise a chiral lattice Hamiltonian in floating point, and its zero modes come back as tiny energies, hard to tell from ordinary states that happen to lie close to zero. The number of zero modes then depends on a cutoff. The difference between the numbers of the two chiralities needs no cutoff, because a trace gives it.

## The trace identity and its derivation

Let H be a Hermitian matrix and G a matrix with

G² = 1, GH = −HG.

This is chiral symmetry. In a hopping model, G is +1 on one sublattice and −1 on the other, and H only hops between them; on-site energies would break the condition. Let n₊ and n₋ be the dimensions of the spaces of vectors v with Hv = 0 and Gv = ±v. Then, for every real t,

tr(G exp(−tH²)) = tr G = n₊ − n₋.

For a function f of the energy, let f(H) be f applied in the eigenbasis of H. Let P project onto the kernel of H, and set g(x) = f(x)/x for x ≠ 0 and g(0) = 0. Then

f(H) = f(0)P + g(H)H.

The second term has no trace against G. Since g(H) commutes with H, anticommutation and then cyclicity give

tr(G g(H)H) = tr(GH g(H)) = −tr(HG g(H)) = −tr(G g(H)H) = 0.

For the first term, take s = ±1 and define

Q_s = (P + sGP)/2.

From HP = 0 follows HGP = −GHP = 0, so HQ_s = 0. Also GQ_s = (GP + sP)/2 = sQ_s. If Hv = 0 and Gv = sv, then Pv = v and Q_s v = (v + s²v)/2 = v. So Q_s projects onto the zero modes of chirality s, and its trace is their number. Subtracting,

n₊ − n₋ = tr(Q₊ − Q₋) = tr(GP),

tr(G f(H)) = f(0)(n₊ − n₋).

The choice f(x) = exp(−tx²) has f(0) = 1, and t = 0 gives tr G.

On a single site, anticommutation forces H = 0, and the index is G = ±1.

For a three-site chain with hoppings 3 and 4 and G = diag(1, −1, 1), the energies are 0 and ±5. The zero mode is (4, 0, −3)/5, with G = +1. With q = exp(−25t), the diagonal of exp(−tH²) is (16 + 9q)/25, q, (9 + 16q)/25, so the trace against G is 1 + q − q = 1.

In non-interacting, finite bipartite tight-binding models without on-site energies, the sublattice imbalance thus fixes n₊ − n₋, though not n₊ and n₋ separately. The McKean–Singer formula of geometry concerns elliptic operators on compact manifolds, where t must be positive and tr G is generally undefined; here everything is a matrix.

## Zero modes, index and functions of H

The finite type `n` labels sites or orbitals.

In Lean 4 with Mathlib:

```lean
import Mathlib

open Matrix Module

namespace ChiralHeatIndex

noncomputable section

variable {n : Type*} [Fintype n] [DecidableEq n]
```

`zeroModes G H s` is a subspace of state vectors, with `*ᵥ` the action of a matrix on a vector.

```lean
/-- The zero modes of `H` with chirality `s`: the vectors `v` with `H v = 0` and `G v = s v`. -/
def zeroModes (G H : Matrix n n ℂ) (s : ℂ) : Submodule ℂ (n → ℂ) where
  carrier := {v | H *ᵥ v = 0 ∧ G *ᵥ v = s • v}
  add_mem' := by
    rintro v w ⟨a, b⟩ ⟨c, d⟩
    exact ⟨by rw [mulVec_add, a, c, add_zero], by rw [mulVec_add, b, d, smul_add]⟩
  zero_mem' := by simp
  smul_mem' := by
    rintro c v ⟨a, b⟩
    exact ⟨by rw [mulVec_smul, a, smul_zero], by rw [mulVec_smul, b, smul_comm]⟩
```

The index is an integer, the difference of two complex dimensions.

```lean
/-- The chiral index: the number of independent zero modes with `G = +1` minus the number
with `G = -1`. -/
def chiralIndex (G H : Matrix n n ℂ) : ℤ :=
  (finrank ℂ (zeroModes G H 1) : ℤ) - (finrank ℂ (zeroModes G H (-1)) : ℤ)
```

`applyFn` is f(H), with `f` arbitrary: no continuity is required.

```lean
/-- The function `f(H)` of a Hermitian matrix, formed by applying `f` to the energies in the
eigenbasis of `H`. -/
def applyFn {H : Matrix n n ℂ} (hH : H.IsHermitian) (f : ℝ → ℂ) : Matrix n n ℂ :=
  (hH.eigenvectorUnitary : Matrix n n ℂ) * diagonal (fun i => f (hH.eigenvalues i)) *
    star (hH.eigenvectorUnitary : Matrix n n ℂ)
```

Products, linear combinations and the identity function behave as expected. The first lemma cancels U†U between the factors; the last is the spectral theorem.

```lean
/-- For Hermitian `H`, the product of `f(H)` and `g(H)` is `(fg)(H)`. -/
theorem applyFn_mul {H : Matrix n n ℂ} (hH : H.IsHermitian) (f g : ℝ → ℂ) :
    applyFn hH f * applyFn hH g = applyFn hH (fun x => f x * g x) := by
  have hU := Matrix.mem_unitaryGroup_iff'.1 hH.eigenvectorUnitary.2
  unfold applyFn
  generalize (hH.eigenvectorUnitary : Matrix n n ℂ) = U at hU ⊢
  calc _ = U * diagonal (fun i => f (hH.eigenvalues i)) * (star U * U) *
        diagonal (fun i => g (hH.eigenvalues i)) * star U := by
        simp only [Matrix.mul_assoc]
    _ = _ := by
        rw [hU, Matrix.mul_one, Matrix.mul_assoc _ (diagonal _) (diagonal _),
          diagonal_mul_diagonal]

/-- For Hermitian `H`, forming functions of `H` is linear in the function. -/
theorem applyFn_linear {H : Matrix n n ℂ} (hH : H.IsHermitian) (c : ℂ) (f g : ℝ → ℂ) :
    applyFn hH (fun x => c * f x + g x) = c • applyFn hH f + applyFn hH g := by
  unfold applyFn
  rw [← Matrix.smul_mul, ← Matrix.mul_smul, ← diagonal_smul, ← Matrix.add_mul,
    ← Matrix.mul_add, diagonal_add]
  rfl

/-- Spectral theorem: the identity function applied to a Hermitian `H` returns `H`. -/
theorem applyFn_id {H : Matrix n n ℂ} (hH : H.IsHermitian) :
    applyFn hH (fun x => (x : ℂ)) = H := by
  have h := hH.spectral_theorem
  rw [Unitary.conjStarAlgAut_apply] at h
  exact h.symm
```

## The heat kernel as a function of the energies

`NormedSpace.exp` is the genuine matrix exponential. The proof writes −tH² in the eigenbasis, takes the exponential through the change of basis, and exponentiates the diagonal.

```lean
/-- For Hermitian `H`, the matrix exponential `exp(-t H²)` is the function `exp(-t x²)`
applied to the energies. -/
theorem exp_eq_applyFn {H : Matrix n n ℂ} (hH : H.IsHermitian) (t : ℝ) :
    NormedSpace.exp ((-(t : ℂ)) • (H * H)) =
      applyFn hH (fun x => Complex.exp (-(t : ℂ) * (x : ℂ) ^ 2)) := by
  have h1 : (-(t : ℂ)) • (H * H) = applyFn hH (fun x => -(t : ℂ) * (x : ℂ) ^ 2) := by
    have e := applyFn_mul hH (fun x => (x : ℂ)) (fun x => (x : ℂ))
    rw [applyFn_id] at e
    rw [e]
    unfold applyFn
    rw [← Matrix.smul_mul, ← Matrix.mul_smul, ← diagonal_smul]
    simp only [pow_two]
    rfl
  have hU := Matrix.mem_unitaryGroup_iff.1 hH.eigenvectorUnitary.2
  have hU' := Matrix.mem_unitaryGroup_iff'.1 hH.eigenvectorUnitary.2
  have hv : ∀ v : n → ℂ, NormedSpace.exp v = fun i => Complex.exp (v i) := by
    intro v
    funext i
    -- evaluation at a component is a continuous ring homomorphism
    have h := NormedSpace.map_exp (Pi.evalRingHom (fun _ : n => ℂ) i) (continuous_apply i) v
    rw [Complex.exp_eq_exp_ℂ]
    exact h
  rw [h1]
  unfold applyFn
  rw [← Matrix.inv_eq_right_inv hU, Matrix.exp_conj _ _ ⟨⟨_, _, hU, hU'⟩, rfl⟩,
    Matrix.exp_diagonal, hv]
```

## Counting by projectors

Here `Q` is Q_s, and `K` stands for the inverse of H away from zero energy. `hHQ` and `hGQ` are the two identities for Q_s; `hproj` says that it is a projection, whose trace is a dimension.

```lean
/-- Let `G² = 1`, `GH = -HG`, and let `P` satisfy `HP = 0` and `P + KH = 1` for some `K`.
Then for `s² = 1` the trace of `(P + s G P)/2` counts the zero modes of chirality `s`. -/
theorem trace_chiral_projector {G H P K : Matrix n n ℂ} (hG : G * G = 1)
    (hGH : G * H = -(H * G)) (hHP : H * P = 0) (hPK : P + K * H = 1)
    (s : ℂ) (hs : s * s = 1) :
    ((1 / 2 : ℂ) • (P + s • (G * P))).trace = (finrank ℂ (zeroModes G H s) : ℂ) := by
  have hHGP : H * (G * P) = 0 := by
    have h : H * G = -(G * H) := by rw [hGH, neg_neg]
    rw [← Matrix.mul_assoc, h, Matrix.neg_mul, Matrix.mul_assoc, hHP, Matrix.mul_zero, neg_zero]
  have hGGP : G * (G * P) = P := by rw [← Matrix.mul_assoc, hG, Matrix.one_mul]
  have hss : s • s • (G * P) = G * P := by rw [smul_smul, hs, one_smul]
  obtain ⟨Q, hQ⟩ : ∃ Q, Q = (1 / 2 : ℂ) • (P + s • (G * P)) := ⟨_, rfl⟩
  have hHQ : H * Q = 0 := by
    rw [hQ, Matrix.mul_smul, Matrix.mul_add, Matrix.mul_smul, hHP, hHGP, smul_zero, add_zero,
      smul_zero]
  have hGQ : G * Q = s • Q := by
    rw [hQ, Matrix.mul_smul, Matrix.mul_add, Matrix.mul_smul, hGGP]
    linear_combination (norm := module) (-(1 / 2 : ℂ)) • hss
  -- `Q` maps into the zero modes of chirality `s` and fixes each of them
  have hproj : LinearMap.IsProj (zeroModes G H s) (Matrix.toLin' Q) := by
    refine ⟨fun v => ?_, fun v hv => ?_⟩
    · change H *ᵥ (Matrix.toLin' Q v) = 0 ∧ G *ᵥ (Matrix.toLin' Q v) = s • Matrix.toLin' Q v
      rw [toLin'_apply, mulVec_mulVec, mulVec_mulVec, hHQ, hGQ, zero_mulVec, smul_mulVec]
      exact ⟨rfl, rfl⟩
    · obtain ⟨h1, h2⟩ := hv
      have hPv : P *ᵥ v = v := by
        calc P *ᵥ v = (P + K * H) *ᵥ v := by
              rw [add_mulVec, ← mulVec_mulVec, h1, mulVec_zero, add_zero]
          _ = v := by rw [hPK, one_mulVec]
      rw [toLin'_apply, hQ, smul_mulVec, add_mulVec, smul_mulVec, ← mulVec_mulVec, hPv, h2,
        smul_smul, hs, one_smul]
      module
  have ht := hproj.trace
  rw [LinearMap.trace_eq_matrix_trace ℂ (Pi.basisFun ℂ n), LinearMap.toMatrix_eq_toMatrix',
    LinearMap.toMatrix'_toLin'] at ht
  rw [← hQ, ht]
```

In the general trace formula, `split` separates off zero energy, `hvan` is the cyclicity argument, and `key` subtracts the two projector traces.

```lean
/-- For Hermitian `H` anticommuting with an involution `G`, and any function `f` of the energy,
`tr(G f(H))` is `f(0)` times the chiral index. -/
theorem trace_mul_applyFn {G H : Matrix n n ℂ} (hH : H.IsHermitian) (hG : G * G = 1)
    (hGH : G * H = -(H * G)) (f : ℝ → ℂ) :
    (G * applyFn hH f).trace = f 0 * (chiralIndex G H : ℂ) := by
  obtain ⟨P, hP⟩ : ∃ P, P = applyFn hH (fun x => if x = 0 then 1 else 0) := ⟨_, rfl⟩
  -- separate the zero-energy part of a function of `H`
  have split : ∀ g : ℝ → ℂ,
      applyFn hH g = g 0 • P + applyFn hH (fun x => g x / (x : ℂ)) * H := by
    intro g
    have e := applyFn_mul hH (fun x => g x / (x : ℂ)) (fun x => (x : ℂ))
    rw [applyFn_id] at e
    rw [e, hP, ← applyFn_linear]
    congr 1
    funext x
    by_cases hx : x = 0
    · subst hx
      simp
    · have hx' : (x : ℂ) ≠ 0 := by exact_mod_cast hx
      simp [hx]
  have hcomm : ∀ g : ℝ → ℂ, applyFn hH g * H = H * applyFn hH g := by
    intro g
    have e1 := applyFn_mul hH g (fun x => (x : ℂ))
    have e2 := applyFn_mul hH (fun x => (x : ℂ)) g
    rw [applyFn_id] at e1 e2
    rw [e1, e2]
    congr 1
    funext x
    ring
  -- nonzero energies cancel between the two chiralities
  have hvan : ∀ g : ℝ → ℂ, (G * (applyFn hH g * H)).trace = 0 := by
    intro g
    have h : (G * (applyFn hH g * H)).trace = -(G * (applyFn hH g * H)).trace := by
      calc (G * (applyFn hH g * H)).trace = (G * H * applyFn hH g).trace := by
            rw [hcomm, Matrix.mul_assoc]
        _ = -(H * (G * applyFn hH g)).trace := by
            rw [hGH, Matrix.neg_mul, Matrix.trace_neg, Matrix.mul_assoc]
        _ = -(G * (applyFn hH g * H)).trace := by
            rw [Matrix.trace_mul_comm, Matrix.mul_assoc]
    linear_combination h / 2
  have hHP : H * P = 0 := by
    have e := applyFn_mul hH (fun x => (x : ℂ)) (fun x => if x = 0 then 1 else 0)
    rw [applyFn_id, ← hP] at e
    have hz : (fun x : ℝ => (x : ℂ) * (if x = 0 then 1 else 0)) = fun _ => 0 := by
      funext x
      by_cases hx : x = 0 <;> simp [hx]
    rw [e, hz]
    simp [applyFn]
  have hone : applyFn hH (fun _ => 1) = 1 := by
    unfold applyFn
    rw [diagonal_one, Matrix.mul_one]
    exact Matrix.mem_unitaryGroup_iff.1 hH.eigenvectorUnitary.2
  have hPK : P + applyFn hH (fun x => 1 / (x : ℂ)) * H = 1 := by
    have h := split (fun _ => 1)
    simp only [one_smul] at h
    rw [← h, hone]
  have hp := trace_chiral_projector hG hGH hHP hPK 1 (by norm_num)
  have hm := trace_chiral_projector hG hGH hHP hPK (-1) (by norm_num)
  simp only [Matrix.trace_smul, Matrix.trace_add, smul_eq_mul] at hp hm
  have key : (G * P).trace = (chiralIndex G H : ℂ) := by
    unfold chiralIndex
    push_cast
    linear_combination hp - hm
  rw [split f, Matrix.mul_add, Matrix.trace_add, hvan, add_zero, Matrix.mul_smul,
    Matrix.trace_smul, smul_eq_mul, key]
```

The heat-kernel statement and its value at t = 0 follow. Neither assumes that G is Hermitian.

```lean
/-- McKean-Singer formula: for Hermitian `H` anticommuting with an involution `G`,
`tr(G exp(-t H²))` equals the chiral index at every real `t`. -/
theorem mckean_singer {G H : Matrix n n ℂ} (hH : H.IsHermitian) (hG : G * G = 1)
    (hGH : G * H = -(H * G)) (t : ℝ) :
    (G * NormedSpace.exp ((-(t : ℂ)) • (H * H))).trace = (chiralIndex G H : ℂ) := by
  rw [exp_eq_applyFn hH, trace_mul_applyFn hH hG hGH]
  simp

/-- For Hermitian `H` anticommuting with an involution `G`, the trace of `G` equals the
chiral index. -/
theorem trace_eq_chiralIndex {G H : Matrix n n ℂ} (hH : H.IsHermitian) (hG : G * G = 1)
    (hGH : G * H = -(H * G)) : G.trace = (chiralIndex G H : ℂ) := by
  have h := mckean_singer hH hG hGH 0
  simpa using h
```

## A non-Hermitian failure and a three-site chain

For the raising matrix, tr G = 0 but the index is 1. One can still write 1 = P + KH with K = Hᵀ and P = diag(1, 0), but K does not commute with H, and tr(GKH) = −1 survives.

```lean
/-- Hermiticity of `H` cannot be dropped: the raising matrix on two levels anticommutes with
`G = diag(1, -1)`, whose trace is zero, yet the chiral index is one. -/
theorem nonhermitian_counterexample :
    let G : Matrix (Fin 2) (Fin 2) ℂ := !![1, 0; 0, -1]
    let H : Matrix (Fin 2) (Fin 2) ℂ := !![0, 1; 0, 0]
    G * G = 1 ∧ G * H = -(H * G) ∧ G.trace = 0 ∧ chiralIndex G H = 1 := by
  intro G H
  have hp : zeroModes G H 1 = Submodule.span ℂ {![1, 0]} := by
    ext v
    rw [Submodule.mem_span_singleton]
    constructor
    · rintro ⟨h, -⟩
      have h1 : v 1 = 0 := by
        simpa [H, Matrix.mulVec, dotProduct, Fin.sum_univ_succ] using congrFun h 0
      refine ⟨v 0, ?_⟩
      ext i
      fin_cases i <;> simp [h1]
    · rintro ⟨c, rfl⟩
      change H *ᵥ (c • ![1, 0]) = 0 ∧ G *ᵥ (c • ![1, 0]) = (1 : ℂ) • (c • ![1, 0])
      constructor <;> ext i <;> fin_cases i <;>
        simp [G, H, Matrix.mulVec, dotProduct, Fin.sum_univ_succ]
  have hm : zeroModes G H (-1) = ⊥ := by
    rw [eq_bot_iff]
    rintro v ⟨h, h'⟩
    have h1 : v 1 = 0 := by
      simpa [H, Matrix.mulVec, dotProduct, Fin.sum_univ_succ] using congrFun h 0
    have h2 : v 0 = -v 0 := by
      simpa [G, Matrix.mulVec, dotProduct, Fin.sum_univ_succ] using congrFun h' 0
    have h3 : v 0 = 0 := by linear_combination h2 / 2
    rw [Submodule.mem_bot]
    ext i
    fin_cases i <;> simp [h1, h3]
  have hne : (![1, 0] : Fin 2 → ℂ) ≠ 0 := fun h => by simpa using congrFun h 0
  refine ⟨?_, ?_, ?_, ?_⟩
  · ext i j
    fin_cases i <;> fin_cases j <;> simp [G, Matrix.mul_apply, Fin.sum_univ_succ]
  · ext i j
    fin_cases i <;> fin_cases j <;> simp [G, H, Matrix.mul_apply, Fin.sum_univ_succ]
  · simp [G, Matrix.trace_fin_two]
  · unfold chiralIndex
    rw [hp, hm, finrank_span_singleton hne, finrank_bot]
    norm_num
```

The chain meets all the hypotheses for any complex hoppings, including zero. Its index is read off from tr G = 1, without solving for the zero modes.

```lean
/-- A three-site chain with complex hoppings `a` and `b`, and `G = diag(1, -1, 1)`, meets the
hypotheses of the McKean-Singer formula and has chiral index one. -/
theorem mckean_singer_witness (a b : ℂ) :
    let G : Matrix (Fin 3) (Fin 3) ℂ := !![1, 0, 0; 0, -1, 0; 0, 0, 1]
    let H : Matrix (Fin 3) (Fin 3) ℂ := !![0, a, 0; star a, 0, b; 0, star b, 0]
    H.IsHermitian ∧ G * G = 1 ∧ G * H = -(H * G) ∧ chiralIndex G H = 1 := by
  intro G H
  have hH : H.IsHermitian := by
    ext i j
    fin_cases i <;> fin_cases j <;> simp [H, Matrix.conjTranspose_apply]
  have hG : G * G = 1 := by
    ext i j
    fin_cases i <;> fin_cases j <;> simp [G, Matrix.mul_apply, Fin.sum_univ_succ]
  have hGH : G * H = -(H * G) := by
    ext i j
    fin_cases i <;> fin_cases j <;> simp [G, H, Matrix.mul_apply, Fin.sum_univ_succ]
  have ht : G.trace = 1 := by simp [G, Matrix.trace_fin_three]
  have h := trace_eq_chiralIndex hH hG hGH
  rw [ht] at h
  exact ⟨hH, hG, hGH, by exact_mod_cast h.symm⟩

end

end ChiralHeatIndex
```

```lean
#print axioms ChiralHeatIndex.trace_eq_chiralIndex
#print axioms ChiralHeatIndex.nonhermitian_counterexample
```

```
'ChiralHeatIndex.trace_eq_chiralIndex' depends on axioms: [propext, Classical.choice, Quot.sound]
'ChiralHeatIndex.nonhermitian_counterexample' depends on axioms: [propext, Classical.choice, Quot.sound]
```
